# Eliminating a linearly relaxing fast variable: an error bound of first order in the relaxation time

To obtain a rate equation for a resonantly driven two-level atom, I set the derivative of the rapidly damped coherence to zero, solve for the coherence, and insert the result into the equation for the population inversion. But that derivative isn't zero: the coherence keeps chasing a value that moves with the inversion. The mismatch is small at each instant, yet it acts all the time. How far can the rate equation have drifted from the full equations after a time t?

## A small lag and its accumulated effect

The error is at most proportional to the relaxation time at any fixed t, provided that the drift function f and the quasi-steady value are Lipschitz and the slow speed is bounded, all with constants independent of the relaxation time, and that the fast variable starts at its quasi-steady value. The bound may grow exponentially with t.

Write x for the slow variable, y for the fast one and ε > 0 for the relaxation time. The full and reduced equations are

x' = f(x, y), ε y' = h(x) − y

X' = f(X, h(X)), X(0) = x(0).

For the atom in the rotating-wave approximation, let w be the inversion, v the component of the Bloch vector that describes the coherence coupled to it, Ω the Rabi frequency, and Γ and γ the decay rates of population and coherence. Then w' = Ωv − Γ(w + 1) and v' = −γv − Ωw, so x = w, y = v, ε = 1/γ and h(w) = −Ωw/γ.

Let f be L-Lipschitz in each argument with L > 0, let h be K-Lipschitz, and let ‖f(x, y)‖ ≤ M along the trajectory. The speed bound gives, for 0 ≤ t ≤ T,

‖x(T) − x(t)‖ ≤ M(T − t).

Now freeze the target at h(x(T)) and use an integrating factor:

u(t) = exp(t/ε)(y(t) − h(x(T)))

u'(t) = exp(t/ε)(h(x(t)) − h(x(T)))/ε

‖u'(t)‖ ≤ KM exp(t/ε)(T − t)/ε.

Integration by parts gives

∫₀ᵀ exp(t/ε)(T − t)/ε dt = −T + ε(exp(T/ε) − 1).

The initial value satisfies ‖u(0)‖ ≤ ‖y(0) − h(x(0))‖ + KMT. The terms in T cancel, and division by exp(T/ε) leaves

‖y(T) − h(x(T))‖ ≤ exp(−T/ε)‖y(0) − h(x(0))‖ + εKM(1 − exp(−T/ε)).

If y(0) = h(x(0)), the lag is therefore at most εKM at all times. Let d = ‖x − X‖. Changing one argument of f at a time gives

‖f(x, y) − f(X, h(X))‖ ≤ Ld + L‖y − h(X)‖ ≤ L(1 + K)d + LεKM.

Set λ = L(1 + K) and c = LεKM. Since d(0) = 0, d(t) is at most I(t) = ∫₀ᵗ (λd + c) ds. Then I' ≤ λI + c, so (exp(−λt)I)' ≤ c exp(−λt), and integration gives

‖x(t) − X(t)‖ ≤ c(exp(λt) − 1)/λ = εKM(exp(L(1 + K)t) − 1)/(1 + K).

With f, h and M fixed, the right side on [0, T] is largest at T and vanishes as ε → 0⁺, so the convergence is uniform there.

An example shows that the first power of ε is the right one. Take f(x, y) = x − y + 1, h(x) = x, a > 0 and ε = 1/(1 + a), and define

ℓ(t) = t − (1 − exp(−at))/a, ℓ'(t) = 1 − exp(−at).

The functions x = t + ℓ/a and y = (1 + 1/a)ℓ start at zero. They solve the full system, because

x − y + 1 = 1 + (1 − exp(−at))/a = x'

(x − y)/ε = (1 + a)(1 − exp(−at))/a = y'.

The first line also shows that the slow speed is at most 1 + 1/a. The reduced solution is X = t, so the error is ℓ/a. For t ≥ 2/a we have ℓ ≥ t − 1/a ≥ t/2, and the error is at least t/(2a) ≥ εt/2.

In Lean 4 with Mathlib:

```lean
import Mathlib

open Set Filter Topology

noncomputable section

namespace SingularPerturbation

variable {E F : Type*} [NormedAddCommGroup E] [NormedSpace ℝ E]
  [NormedAddCommGroup F] [NormedSpace ℝ F]

/-- The pair `x, y` solves `x' = f(x, y)`, `ε y' = h(x) - y` for all times `t ≥ 0`. The second
equation is stated as `y' = ε⁻¹ (h(x) - y)`, which is equivalent for `ε ≠ 0`. -/
structure IsFastSlowSolution (f : E → F → E) (h : E → F) (ε : ℝ)
    (x : ℝ → E) (y : ℝ → F) : Prop where
  slow : ∀ t, 0 ≤ t → HasDerivWithinAt x (f (x t) (y t)) (Ici 0) t
  fast : ∀ t, 0 ≤ t → HasDerivWithinAt y (ε⁻¹ • (h (x t) - y t)) (Ici 0) t

/-- The trajectory `X` solves the reduced equation `X' = f(X, h(X))` for all times `t ≥ 0`. -/
def IsReducedSolution (f : E → F → E) (h : E → F) (X : ℝ → E) : Prop :=
  ∀ t, 0 ≤ t → HasDerivWithinAt X (f (X t) (h (X t))) (Ici 0) t

variable {f : E → F → E} {h : E → F} {ε K L M : ℝ} {x X : ℝ → E} {y : ℝ → F}

/-- If the slow speed is at most `M` along the trajectory, the slow variable moves by at most
`M (t - s)` between times `0 ≤ s ≤ t`. -/
theorem slow_displacement (S : IsFastSlowSolution f h ε x y)
    (hM : ∀ t, 0 ≤ t → ‖f (x t) (y t)‖ ≤ M) {s t : ℝ} (hs : 0 ≤ s) (hst : s ≤ t) :
    ‖x t - x s‖ ≤ M * (t - s) :=
  norm_image_sub_le_of_norm_deriv_right_le_segment (f' := fun r => f (x r) (y r))
    (fun r hr => (S.slow r (hs.trans hr.1)).continuousWithinAt.mono
      (fun _ hq => hs.trans hq.1))
    (fun r hr => (S.slow r (hs.trans hr.1)).mono (Ici_subset_Ici.2 (hs.trans hr.1)))
    (fun r hr => hM r (hs.trans hr.1)) t ⟨hst, le_rfl⟩

/-- For `ε > 0`, `K`-Lipschitz `h` and slow speed at most `M`, the initial distance of `y` from
`h(x)` decays as `exp(-T/ε)`, up to a lag of at most `ε K M (1 - exp(-T/ε))`. -/
theorem distance_to_slow_manifold (S : IsFastSlowSolution f h ε x y) (hε : 0 < ε)
    (hK : 0 ≤ K) (hh : ∀ a b, ‖h a - h b‖ ≤ K * ‖a - b‖)
    (hM : ∀ t, 0 ≤ t → ‖f (x t) (y t)‖ ≤ M) {T : ℝ} (hT : 0 ≤ T) :
    ‖y T - h (x T)‖ ≤ Real.exp (-(T / ε)) * ‖y 0 - h (x 0)‖
      + ε * K * M * (1 - Real.exp (-(T / ε))) := by
  have hlag : ∀ t, 0 ≤ t → t ≤ T → ‖h (x t) - h (x T)‖ ≤ K * (M * (T - t)) :=
    fun t ht htT => (hh _ _).trans (mul_le_mul_of_nonneg_left
      (by rw [norm_sub_rev]; exact slow_displacement S hM ht htT) hK)
  have hexp : ∀ t, HasDerivAt (fun s => Real.exp (s / ε)) (Real.exp (t / ε) * (1 / ε)) t :=
    fun t => ((hasDerivAt_id' t).div_const ε).exp
  -- the integrating factor removes the relaxation term; the target `h (x T)` is frozen
  have hu : ∀ t, 0 ≤ t → HasDerivWithinAt (fun s => Real.exp (s / ε) • (y s - h (x T)))
      (Real.exp (t / ε) • (ε⁻¹ • (h (x t) - h (x T)))) (Ici 0) t := by
    intro t ht
    have h2 := ((hexp t).hasDerivWithinAt (s := Ici 0)).smul
      ((S.fast t ht).sub_const (h (x T)))
    refine h2.congr_deriv ?_
    show Real.exp (t / ε) • (ε⁻¹ • (h (x t) - y t))
      + (Real.exp (t / ε) * (1 / ε)) • (y t - h (x T)) = _
    module
  have hB : ∀ t, HasDerivAt
      (fun s => ‖y 0 - h (x 0)‖ + K * M * (Real.exp (s / ε) * (T - s + ε) - ε))
      (Real.exp (t / ε) * (K * M * (T - t) / ε)) t := by
    intro t
    have h2 : HasDerivAt (fun s => T - s + ε) (-1) t :=
      ((hasDerivAt_id' t).const_sub T).add_const ε
    have h3 := ((((hexp t).fun_mul h2).sub_const ε).const_mul (K * M)).const_add
      ‖y 0 - h (x 0)‖
    exact h3.congr_deriv (by
      linear_combination (K * M * Real.exp (t / ε)) * (inv_mul_cancel₀ hε.ne'))
  have h0 : ‖Real.exp (0 / ε) • (y 0 - h (x T))‖
      ≤ ‖y 0 - h (x 0)‖ + K * M * (Real.exp (0 / ε) * (T - 0 + ε) - ε) := by
    rw [zero_div, Real.exp_zero, one_smul]
    have h1 := norm_sub_le_norm_sub_add_norm_sub (y 0) (h (x 0)) (h (x T))
    have h2 := hlag 0 le_rfl hT
    linarith
  have key : ‖Real.exp (T / ε) • (y T - h (x T))‖
      ≤ ‖y 0 - h (x 0)‖ + K * M * (Real.exp (T / ε) * (T - T + ε) - ε) := by
    refine image_norm_le_of_norm_deriv_right_le_deriv_boundary
      (fun t ht => (hu t ht.1).continuousWithinAt.mono (fun _ hq => hq.1))
      (fun t ht => (hu t ht.1).mono (Ici_subset_Ici.2 ht.1)) h0 hB ?_ ⟨hT, le_rfl⟩
    intro t ht
    have hk := hlag t ht.1 ht.2.le
    rw [norm_smul, norm_smul, Real.norm_of_nonneg (Real.exp_pos _).le,
      Real.norm_of_nonneg (inv_pos.2 hε).le]
    calc Real.exp (t / ε) * (ε⁻¹ * ‖h (x t) - h (x T)‖)
        ≤ Real.exp (t / ε) * (ε⁻¹ * (K * (M * (T - t)))) := by gcongr
      _ = Real.exp (t / ε) * (K * M * (T - t) / ε) := by ring
  rw [norm_smul, Real.norm_of_nonneg (Real.exp_pos _).le] at key
  have hE : Real.exp (-(T / ε)) * Real.exp (T / ε) = 1 := by
    rw [← Real.exp_add, neg_add_cancel, Real.exp_zero]
  calc ‖y T - h (x T)‖
      = Real.exp (-(T / ε)) * (Real.exp (T / ε) * ‖y T - h (x T)‖) := by
        rw [← mul_assoc, hE, one_mul]
    _ ≤ _ := mul_le_mul_of_nonneg_left key (Real.exp_pos _).le
    _ = _ := by linear_combination (K * M * ε) * hE

/-- Singular perturbation error: let `ε > 0`, `f` be `L`-Lipschitz in each argument, `h` be
`K`-Lipschitz and the slow speed be at most `M`. If `y` starts at `h(x(0))` and the reduced solution
`X` starts at `x(0)`, then `‖x - X‖ ≤ ε K M (exp(L(1+K)t) - 1)/(1+K)`. -/
theorem reduction_error (S : IsFastSlowSolution f h ε x y) (R : IsReducedSolution f h X)
    (hε : 0 < ε) (hL : 0 < L) (hK : 0 ≤ K)
    (hf₁ : ∀ a a' b, ‖f a b - f a' b‖ ≤ L * ‖a - a'‖)
    (hf₂ : ∀ a b b', ‖f a b - f a b'‖ ≤ L * ‖b - b'‖)
    (hh : ∀ a b, ‖h a - h b‖ ≤ K * ‖a - b‖)
    (hM : ∀ t, 0 ≤ t → ‖f (x t) (y t)‖ ≤ M)
    (hy : y 0 = h (x 0)) (hX : X 0 = x 0) {t : ℝ} (ht : 0 ≤ t) :
    ‖x t - X t‖ ≤ ε * K * M * (Real.exp (L * (1 + K) * t) - 1) / (1 + K) := by
  have hM0 : 0 ≤ M := (norm_nonneg _).trans (hM 0 le_rfl)
  -- since `y 0 = h (x 0)`, the fast variable stays within `ε K M` of `h (x s)`
  have hz : ∀ s, 0 ≤ s → ‖y s - h (x s)‖ ≤ ε * K * M := by
    intro s hs
    have h1 := distance_to_slow_manifold S hε hK hh hM hs
    rw [hy, sub_self, norm_zero, mul_zero, zero_add] at h1
    have h2 : 0 ≤ ε * K * M * Real.exp (-(s / ε)) := by positivity
    linarith
  have hd : ∀ s, 0 ≤ s → HasDerivWithinAt (fun s => x s - X s)
      (f (x s) (y s) - f (X s) (h (X s))) (Ici 0) s :=
    fun s hs => (S.slow s hs).sub (R s hs)
  have hb : ∀ s ∈ Ico 0 t, ‖f (x s) (y s) - f (X s) (h (X s))‖
      ≤ L * (1 + K) * ‖x s - X s‖ + L * (ε * K * M) := by
    intro s hs
    have h1 := norm_sub_le_norm_sub_add_norm_sub (f (x s) (y s)) (f (X s) (y s))
      (f (X s) (h (X s)))
    have h2 := hf₁ (x s) (X s) (y s)
    have h3 := hf₂ (X s) (y s) (h (X s))
    have h4 : ‖y s - h (X s)‖ ≤ ε * K * M + K * ‖x s - X s‖ :=
      (norm_sub_le_norm_sub_add_norm_sub _ (h (x s)) _).trans
        (add_le_add (hz s hs.1) (hh _ _))
    have h5 := mul_le_mul_of_nonneg_left h4 hL.le
    linarith
  -- Grönwall's inequality for the difference of the two trajectories
  have g := norm_le_gronwallBound_of_norm_deriv_right_le (δ := 0)
    (fun s hs => (hd s hs.1).continuousWithinAt.mono (fun _ hq => hq.1))
    (fun s hs => (hd s hs.1).mono (Ici_subset_Ici.2 hs.1))
    (by simp [hX]) hb t ⟨ht, le_rfl⟩
  have hne : L * (1 + K) ≠ 0 := by positivity
  rw [gronwallBound_of_K_ne_0 hne] at g
  simp only [sub_zero, zero_mul, zero_add] at g
  refine g.trans_eq ?_
  rw [mul_div_mul_left _ _ hL.ne']
  ring

/-- Let `f` be `L`-Lipschitz in each argument and `h` be `K`-Lipschitz. With a speed bound `M`
common to all `ε > 0` and `y` starting at `h(x(0))`, the slow trajectories converge to the reduced
one uniformly on `[0, T]` as `ε → 0+`, if all start at the same point. -/
theorem reduction_tendstoUniformlyOn {x : ℝ → ℝ → E} {y : ℝ → ℝ → F}
    (S : ∀ ε, 0 < ε → IsFastSlowSolution f h ε (x ε) (y ε)) (R : IsReducedSolution f h X)
    (hL : 0 < L) (hK : 0 ≤ K)
    (hf₁ : ∀ a a' b, ‖f a b - f a' b‖ ≤ L * ‖a - a'‖)
    (hf₂ : ∀ a b b', ‖f a b - f a b'‖ ≤ L * ‖b - b'‖)
    (hh : ∀ a b, ‖h a - h b‖ ≤ K * ‖a - b‖)
    (hM : ∀ ε, 0 < ε → ∀ t, 0 ≤ t → ‖f (x ε t) (y ε t)‖ ≤ M)
    (hy : ∀ ε, 0 < ε → y ε 0 = h (x ε 0)) (hX : ∀ ε, 0 < ε → X 0 = x ε 0) (T : ℝ) :
    TendstoUniformlyOn x X (𝓝[>] 0) (Icc 0 T) := by
  have hM0 : 0 ≤ M := (norm_nonneg _).trans (hM 1 one_pos 0 le_rfl)
  rw [Metric.tendstoUniformlyOn_iff]
  intro δ hδ
  have hc : Continuous fun e : ℝ =>
      e * (K * M * (Real.exp (L * (1 + K) * T) - 1) / (1 + K)) := by fun_prop
  have hlim := (hc.tendsto 0).mono_left (nhdsWithin_le_nhds (s := Ioi 0))
  rw [zero_mul] at hlim
  filter_upwards [hlim.eventually (gt_mem_nhds hδ), self_mem_nhdsWithin] with e h1 he t ht
  have he' : 0 < e := he
  have htT : t ≤ T := ht.2
  rw [dist_comm, dist_eq_norm]
  calc ‖x e t - X t‖
      ≤ e * K * M * (Real.exp (L * (1 + K) * t) - 1) / (1 + K) :=
        reduction_error (S e he') R he' hL hK hf₁ hf₂ hh (hM e he') (hy e he') (hX e he') ht.1
    _ ≤ e * K * M * (Real.exp (L * (1 + K) * T) - 1) / (1 + K) := by gcongr
    _ = e * (K * M * (Real.exp (L * (1 + K) * T) - 1) / (1 + K)) := by ring
    _ < δ := h1

/-- The delayed clock `t - (1 - exp(-a t))/a`, for a rate `a ≠ 0`. -/
def lag (a t : ℝ) : ℝ := t - (1 - Real.exp (-(a * t))) / a

/-- For `f = x - y + 1`, `h(x) = x` and `ε = 1/(1+a)` with `a > 0`, an explicit solution with slow
speed at most `1 + 1/a` starts at `x = y = 0` and departs from the reduced solution `X = t` by at
least `ε t/2` once `t ≥ 2/a`. -/
theorem first_order_witness {a : ℝ} (ha : 0 < a) :
    IsFastSlowSolution (fun u v : ℝ => u - v + 1) id (1 / (1 + a))
      (fun t => t + lag a t / a) (fun t => (1 + 1 / a) * lag a t) ∧
    IsReducedSolution (fun u v : ℝ => u - v + 1) id (fun t => t) ∧
    lag a 0 = 0 ∧
    (∀ t, 0 ≤ t → |t + lag a t / a - (1 + 1 / a) * lag a t + 1| ≤ 1 + 1 / a) ∧
    ∀ t, 2 / a ≤ t → 1 / (1 + a) * t / 2 ≤ (t + lag a t / a) - t := by
  have hl : ∀ t, HasDerivAt (lag a) (1 - Real.exp (-(a * t))) t := by
    intro t
    have h1 : HasDerivAt (fun s => Real.exp (-(a * s)))
        (Real.exp (-(a * t)) * (-(a * 1))) t :=
      ((hasDerivAt_id' t).const_mul a).fun_neg.exp
    have h2 := (hasDerivAt_id' t).fun_sub ((h1.const_sub 1).div_const a)
    exact h2.congr_deriv (by
      linear_combination (-Real.exp (-(a * t))) * (mul_inv_cancel₀ ha.ne'))
  refine ⟨⟨fun t _ => ?_, fun t _ => ?_⟩, fun t _ => ?_, by simp [lag], fun t ht => ?_,
    fun t ht => ?_⟩
  · refine ((hasDerivAt_id' t).fun_add ((hl t).div_const a)).hasDerivWithinAt.congr_deriv ?_
    simp only [lag]
    ring
  · refine ((hl t).const_mul (1 + 1 / a)).hasDerivWithinAt.congr_deriv ?_
    simp only [lag, id_eq, smul_eq_mul, one_div, inv_inv]
    linear_combination (-(1 - Real.exp (-(a * t)))) * (mul_inv_cancel₀ ha.ne')
  · exact (hasDerivAt_id' t).hasDerivWithinAt.congr_deriv (by simp)
  · have h1 : Real.exp (-(a * t)) ≤ 1 :=
      Real.exp_le_one_iff.2 (neg_nonpos.2 (mul_nonneg ha.le ht))
    have h2 : 0 ≤ (1 - Real.exp (-(a * t))) / a := div_nonneg (by linarith) ha.le
    have h3 : (1 - Real.exp (-(a * t))) / a ≤ 1 / a :=
      (div_le_div_iff_of_pos_right ha).2 (by linarith [Real.exp_pos (-(a * t))])
    have h4 : t + lag a t / a - (1 + 1 / a) * lag a t + 1
        = 1 + (1 - Real.exp (-(a * t))) / a := by
      simp only [lag]
      ring
    rw [h4]
    exact abs_le.2 ⟨by linarith, by linarith⟩
  · have h0 : 0 ≤ t := (div_pos two_pos ha).le.trans ht
    have h1 : (1 - Real.exp (-(a * t))) / a ≤ 1 / a :=
      (div_le_div_iff_of_pos_right ha).2 (by linarith [Real.exp_pos (-(a * t))])
    have h2 : 2 / a = 2 * (1 / a) := by ring
    have h3 : t / 2 ≤ lag a t := by
      unfold lag
      linarith
    have h4 : 1 / (1 + a) ≤ 1 / a := one_div_le_one_div_of_le ha (by linarith)
    calc 1 / (1 + a) * t / 2 = 1 / (1 + a) * (t / 2) := by ring
      _ ≤ 1 / a * lag a t := mul_le_mul h4 h3 (by linarith) (by positivity)
      _ = (t + lag a t / a) - t := by ring

end SingularPerturbation
```

```lean
#print axioms SingularPerturbation.reduction_error
-- 'SingularPerturbation.reduction_error' depends on axioms: [propext, Classical.choice, Quot.sound]
#print axioms SingularPerturbation.reduction_tendstoUniformlyOn
-- 'SingularPerturbation.reduction_tendstoUniformlyOn' depends on axioms: [propext, Classical.choice, Quot.sound]
```

## Trajectories, norms and the prepared start

The slow and fast states live in arbitrary real normed spaces `E` and `F`; neither finite dimension nor completeness is required. `IsFastSlowSolution` says that given functions `x` and `y` satisfy the full equations for all t ≥ 0, and `IsReducedSolution` says the same of `X` and the reduced equation. The derivative within `Ici 0` is one-sided at t = 0 and ordinary afterwards. Existence of these solutions is assumed. The fast equation appears divided by ε, which is equivalent for ε > 0.

In `reduction_error`, `hf₁` and `hf₂` are the two Lipschitz conditions on f, and `hh` is the one on h, which need not be differentiable. They hold on the whole space, a real restriction for mass-action kinetics, where products of concentrations are only locally Lipschitz. `hM` bounds the speed only along the trajectory, so f itself may be unbounded, as it is in the example. `hy` puts y on the graph y = h(x) at the start, and `hX` gives both slow trajectories the same initial point.

In the theorem name `distance_to_slow_manifold`, the slow manifold is the graph y = h(x), which geometric perturbation theory usually calls the critical manifold. The distance is ‖y − h(x)‖, measured at fixed x.

`distance_to_slow_manifold` allows any initial y. `reduction_tendstoUniformlyOn` takes a family of solutions indexed by ε, with the same f, h and speed bound for all ε > 0. `first_order_witness` states the example, with `lag` for ℓ, a delayed clock rather than the delay itself. It settles the power of ε, but not whether the constant or the exponential growth is optimal.

For the atom, the error bound applies at each fixed γ, with K = |Ω|/γ, L = max(|Ω|, Γ) if this is positive, and M = |Ω| + 2Γ, since |w| and |v| are at most 1. But the hypotheses exclude the usual start in the ground state under a nonzero drive: there v = 0, while h(−1) = Ω/γ. The distance theorem still shows that this initial mismatch decays as exp(−γt), but `reduction_error` requires it to be absent. The bound is also informative only for short times. If γ is much larger than |Ω| and |Ω| ≥ Γ, it grows roughly as exp(|Ω|t) and exceeds 2, the largest possible error in w, before the time γ/Ω² on which the driving changes w in the rate equation. The true error doesn't grow like this, since for Γ > 0 both descriptions decay to the same steady state. The Lipschitz constants ignore this decay.

## Comparison functions in place of integrals

`slow_displacement` is the mean value inequality for a function whose derivative is bounded by M.

In `distance_to_slow_manifold`, `hlag` turns that displacement into a bound on the moving target, and `hu` computes u'. Instead of integrating, the proof compares ‖u‖ with the explicit function

B(s) = ‖y(0) − h(x(0))‖ + KM(exp(s/ε)(T − s + ε) − ε).

`hB` computes its derivative, which is exactly the bound on ‖u'‖ found above, and `h0` checks the inequality at time zero. The comparison lemma carries it to time T in `key`, and multiplication by exp(−T/ε) finishes the estimate.

In `reduction_error`, `hz` is the lag bound εKM for a prepared start, and `hb` is the splitting of the drift difference. Mathlib's Grönwall inequality then supplies `g`, and cancelling L gives the stated form.

The convergence theorem replaces t by T in the error bound and uses continuity in ε to make the result smaller than any given δ > 0. In the example, `hl` differentiates ℓ; the remaining steps verify the two fast-slow equations, the reduced equation, the initial value, the speed bound and the lower bound on the error, in that order.
